# The two-node Magnus step: unitary for skew-Hermitian generators, with the first two Magnus terms as exponent for generators linear in time

Suppose orbital coefficients in a fixed orthonormal basis, stored as the columns of $C$, obey $\dot C = A(t)C$ with $A^\dagger=-A$. An explicit Euler step of length $h$ replaces $C$ by $(1+hA)C$, and the overlap matrix $C^\dagger C$ becomes $C^\dagger C + h^2 (AC)^\dagger(AC)$. Every orbital not annihilated by $A$ grows in norm. Exponentiating the midpoint value, $e^{hA(h/2)}$, cures the growth but ignores the fact that generators at different times may fail to commute.

The step studied here samples $A$ at the two Gauss–Legendre nodes
$$\tau_1=h\Big(\tfrac12-\tfrac{\sqrt3}{6}\Big),\qquad \tau_2=h\Big(\tfrac12+\tfrac{\sqrt3}{6}\Big).$$
With $A_k=A(\tau_k)$ and $[X,Y]=XY-YX$, it uses the exponent
$$\Omega=\frac h2(A_1+A_2)-\frac{\sqrt3\,h^2}{12}[A_1,A_2].$$

If $A$ is skew-Hermitian, $e^{\Omega}$ is unitary. If $A(t)=P+tQ$, with $P,Q$ any complex square matrices of the same size, then
$$\Omega=\int_0^h A(t)\,dt+\frac12\int_0^h\!\!\int_0^{t_1}[A(t_1),A(t_2)]\,dt_2\,dt_1 .$$
The right-hand side is the sum of the first two terms of the Magnus expansion, the series for the logarithm of the exact propagator. The later terms, and hence the error of the step, are not treated.

## Derivation by hand

**The single integral.** The nodes are $h/2\pm h\sqrt3/6$, so
$$\tau_1+\tau_2=h,\qquad \tau_1^2+\tau_2^2=\tfrac23h^2,\qquad \tau_1^3+\tau_2^3=\tfrac12h^3.$$
Multiplied by $h/2$, these give $h^2/2$, $h^3/3$ and $h^4/4$, the integrals of $t$, $t^2$ and $t^3$ over the step. Constants are also integrated exactly, so $\frac h2(A_1+A_2)=\int_0^hA\,dt$ for every generator at most cubic in time.

**The double integral.** For $A(t)=P+tQ$,
$$[A(s),A(t)]=t[P,Q]+s[Q,P]=(t-s)[P,Q].$$
The inner integral is $\int_0^{t_1}(t_2-t_1)\,dt_2=-t_1^2/2$. Integrating over $t_1$ gives $-h^3/6$, and the prefactor $\frac12$ gives $-\frac{h^3}{12}[P,Q]$.

**The commutator in $\Omega$.** Since $\tau_2-\tau_1=h\sqrt3/3$,
$$-\frac{\sqrt3h^2}{12}[A_1,A_2]=-\frac{\sqrt3h^2}{12}\cdot\frac{\sqrt3h}{3}[P,Q]=-\frac{h^3}{12}[P,Q],$$
which matches the double integral.

**Unitarity.** If $A^\dagger=-A$, then $[A_1,A_2]^\dagger=[A_2^\dagger,A_1^\dagger]=[A_2,A_1]=-[A_1,A_2]$. The coefficients in $\Omega$ are real, so $\Omega^\dagger=-\Omega$ and $(e^\Omega)^\dagger e^\Omega=e^{-\Omega}e^\Omega=1$. Consequently $(e^\Omega C)^\dagger(e^\Omega C)=C^\dagger C$.

**Reversal.** Let $B(t)=-A(h-t)$. Reflection about $h/2$ exchanges the nodes, so $B_1=-A_2$ and $B_2=-A_1$. Both the sum and the commutator change sign, the exponent becomes $-\Omega$, and the reversed step undoes the forward one. This needs no assumption on $A$.

## A driven two-level system

Take $P=-i\sigma_x$, $Q=-i\sigma_z$ and $h=1$, where $\sigma_x,\sigma_y,\sigma_z$ are the Pauli matrices. Then $[P,Q]=2i\sigma_y$, and
$$\Omega=P+\tfrac12Q-\tfrac1{12}[P,Q]=-i\left(\sigma_x+\tfrac16\sigma_y+\tfrac12\sigma_z\right).$$
The nodes give the same result: $\tau_2-\tau_1\approx0.5774$, so $[A_1,A_2]\approx1.1547\,i\sigma_y$, and multiplication by $\sqrt3/12\approx0.1443$ yields $0.1667\,i\sigma_y$, which is subtracted in $\Omega$. The midpoint exponent has no $\sigma_y$ component.

## The step in a propagation code

For a Hamiltonian matrix $H(t)$ in an orthonormal basis, with $\hbar=1$, the generator is $A=-iH$. The Hermitian matrix $K=i\Omega$ can then be diagonalised:

```python
s = np.sqrt(3)
H1 = H(t + h*(0.5 - s/6))
H2 = H(t + h*(0.5 + s/6))
K = h*(H1 + H2)/2 + 1j*s*h**2*(H1 @ H2 - H2 @ H1)/12
w, V = np.linalg.eigh(K)
C = V @ (np.exp(-1j*w)[:, None] * (V.conj().T @ C))
```

In real-time mean-field calculations $H$ depends on the orbitals, so `H1` and `H2` must be predicted or iterated. In a finite orthonormal basis the overlaps survive errors in that prediction, up to rounding, provided both matrices are Hermitian.

## The formal development

Matrices are complex and indexed by a finite type `n`. A generator is a function from real time to such matrices.

In Lean 4 with Mathlib:

```lean
import Mathlib

open Matrix

namespace MagnusGaussStep

noncomputable section

variable {n : Type*} [Fintype n]
```

The commutator, the nodes and the exponent follow the formulas above. The step starts at time zero; a later step is described by shifting the argument of `A`.

```lean
/-- The commutator of two matrices. -/
def comm (X Y : Matrix n n ℂ) : Matrix n n ℂ := X * Y - Y * X

/-- The Gauss-Legendre node nearer the start of a time step `h` from time `0`. -/
def node1 (h : ℝ) : ℝ := h * (1 / 2 - Real.sqrt 3 / 6)

/-- The Gauss-Legendre node nearer the end of a time step `h` from time `0`. -/
def node2 (h : ℝ) : ℝ := h * (1 / 2 + Real.sqrt 3 / 6)

/-- The two-node Magnus exponent of a time step `h` for the generator `A`. -/
def magnus4 (A : ℝ → Matrix n n ℂ) (h : ℝ) : Matrix n n ℂ :=
  (h / 2) • (A (node1 h) + A (node2 h))
    - (Real.sqrt 3 * h ^ 2 / 12) • comm (A (node1 h)) (A (node2 h))
```

Integrals of matrices are taken entry by entry. `secondMagnus` is the iterated integral itself, with $t_1$ the later time when $h>0$, so its evaluated form has to be proved. `ramp` is the linear generator.

```lean
/-- The entrywise integral of a matrix function from time `0` to time `b`. -/
def timeIntegral (b : ℝ) (F : ℝ → Matrix n n ℂ) : Matrix n n ℂ :=
  Matrix.of fun i j => ∫ t in (0 : ℝ)..b, F t i j

/-- The second Magnus term: half the iterated integral of the commutator of `A t₁` with `A t₂`, with
`t₂` running from `0` to `t₁` and `t₁` from `0` to `h`. -/
def secondMagnus (A : ℝ → Matrix n n ℂ) (h : ℝ) : Matrix n n ℂ :=
  (1 / 2 : ℝ) • timeIntegral h fun t₁ => timeIntegral t₁ fun t₂ => comm (A t₁) (A t₂)

/-- A generator that varies linearly in time. -/
def ramp (P Q : Matrix n n ℂ) (t : ℝ) : Matrix n n ℂ := P + t • Q
```

The scalar integral comes from the fundamental theorem of calculus: the proof differentiates an explicit antiderivative, building the powers of $t$ by the product rule. The matrix version applies it to each entry.

```lean
/-- The integral of a cubic polynomial in time with complex coefficients. -/
theorem integral_cubic (p q r u : ℂ) (b : ℝ) :
    ∫ t in (0 : ℝ)..b, (p + (t : ℂ) * q + (t : ℂ) ^ 2 * r + (t : ℂ) ^ 3 * u)
      = (b : ℂ) * p + (b : ℂ) ^ 2 / 2 * q + (b : ℂ) ^ 3 / 3 * r + (b : ℂ) ^ 4 / 4 * u := by
  -- an explicit antiderivative
  have hd : ∀ t ∈ Set.uIcc (0 : ℝ) b, HasDerivAt
      (fun s : ℝ => (s : ℂ) * p + (s : ℂ) * s * (q / 2) + (s : ℂ) * s * s * (r / 3)
        + (s : ℂ) * s * s * s * (u / 4))
      (p + (t : ℂ) * q + (t : ℂ) ^ 2 * r + (t : ℂ) ^ 3 * u) t := by
    intro t _
    have h1 : HasDerivAt (fun s : ℝ => (s : ℂ)) 1 t :=
      (Complex.ofRealCLM.hasDerivAt (x := t)).congr_deriv (by simp)
    have h2 : HasDerivAt (fun s : ℝ => (s : ℂ) * s) (2 * (t : ℂ)) t :=
      (h1.fun_mul h1).congr_deriv (by ring)
    have h3 : HasDerivAt (fun s : ℝ => (s : ℂ) * s * s) (3 * (t : ℂ) ^ 2) t :=
      (h2.fun_mul h1).congr_deriv (by ring)
    have h4 : HasDerivAt (fun s : ℝ => (s : ℂ) * s * s * s) (4 * (t : ℂ) ^ 3) t :=
      (h3.fun_mul h1).congr_deriv (by ring)
    exact ((((h1.mul_const p).fun_add (h2.mul_const (q / 2))).fun_add
      (h3.mul_const (r / 3))).fun_add (h4.mul_const (u / 4))).congr_deriv (by ring)
  rw [intervalIntegral.integral_eq_sub_of_hasDerivAt hd
    (Continuous.intervalIntegrable (by fun_prop) _ _)]
  push_cast
  ring

omit [Fintype n] in
/-- The time integral of a matrix generator that is cubic in time. -/
theorem timeIntegral_cubic (P Q R S : Matrix n n ℂ) (b : ℝ) :
    timeIntegral b (fun t => P + t • Q + t ^ 2 • R + t ^ 3 • S)
      = b • P + (b ^ 2 / 2) • Q + (b ^ 3 / 3) • R + (b ^ 4 / 4) • S := by
  ext i j
  have key := integral_cubic (P i j) (Q i j) (R i j) (S i j) b
  simp only [timeIntegral, Matrix.of_apply, Matrix.add_apply, Matrix.smul_apply,
    Complex.real_smul]
  push_cast
  exact key
```

For the quadrature rule, `match_scalars` compares the coefficients of `P`, `Q`, `R` and `S`. The first two are plain algebra; the quadratic and cubic ones use $(\sqrt3)^2=3$, supplied as `s2`.

```lean
omit [Fintype n] in
/-- The average over the two Gauss-Legendre nodes, times the step, is the exact time
integral of every generator that is at most cubic in time. -/
theorem gauss_two_point (A : ℝ → Matrix n n ℂ) (P Q R S : Matrix n n ℂ) (h : ℝ)
    (hA : ∀ t, A t = P + t • Q + t ^ 2 • R + t ^ 3 • S) :
    (h / 2) • (A (node1 h) + A (node2 h)) = timeIntegral h A := by
  have s2 : Real.sqrt 3 ^ 2 = 3 := Real.sq_sqrt (by norm_num)
  rw [show A = fun t => P + t • Q + t ^ 2 • R + t ^ 3 • S from funext hA,
    timeIntegral_cubic]
  simp only [node1, node2]
  -- compare the coefficients of the four matrices
  match_scalars <;> first
    | ring1
    | linear_combination (h ^ 3 / 36) * s2
    | linear_combination (h ^ 4 / 24) * s2
```

Next comes the commutator at two times, followed by the double integral. The latter proof performs the inner and outer integrations in the order used by hand, writing each integrand as a cubic with some zero coefficients.

```lean
/-- For a linear generator, the commutator at two times is the time difference times a
fixed commutator. -/
theorem comm_ramp (P Q : Matrix n n ℂ) (s t : ℝ) :
    comm (ramp P Q s) (ramp P Q t) = (t - s) • comm P Q := by
  simp only [comm, ramp, add_mul, mul_add, Matrix.smul_mul, Matrix.mul_smul]
  module

/-- The second Magnus term of a linear generator is `-h³/12` times the commutator of its
constant part with its slope. -/
theorem secondMagnus_ramp (P Q : Matrix n n ℂ) (h : ℝ) :
    secondMagnus (ramp P Q) h = (-(h ^ 3 / 12)) • comm P Q := by
  -- inner integral, over `t₂`
  have inner_int : ∀ t₁ : ℝ, timeIntegral t₁ (fun t₂ => comm (ramp P Q t₁) (ramp P Q t₂))
      = (-(t₁ ^ 2 / 2)) • comm P Q := by
    intro t₁
    have e : (fun t₂ => comm (ramp P Q t₁) (ramp P Q t₂)) = fun t₂ : ℝ =>
        (-t₁) • comm P Q + t₂ • comm P Q + t₂ ^ 2 • (0 : Matrix n n ℂ)
          + t₂ ^ 3 • (0 : Matrix n n ℂ) := by
      funext t₂
      rw [comm_ramp]
      module
    rw [e, timeIntegral_cubic]
    module
  -- outer integral, over `t₁`
  have e : (fun t₁ : ℝ => (-(t₁ ^ 2 / 2)) • comm P Q) = fun t₁ : ℝ =>
      (0 : Matrix n n ℂ) + t₁ • (0 : Matrix n n ℂ) + t₁ ^ 2 • ((-1 / 2 : ℝ) • comm P Q)
        + t₁ ^ 3 • (0 : Matrix n n ℂ) := by
    funext t₁
    module
  unfold secondMagnus
  rw [funext inner_int, e, timeIntegral_cubic]
  module
```

The main identity holds for every real `h`. In its proof, `coeff` is the node-separation calculation, and `gauss_two_point` with zero quadratic and cubic parts supplies the single integral.

```lean
/-- For a generator linear in time, the two-node exponent equals the sum of the first two
terms of the Magnus expansion, for every step length. -/
theorem magnus4_eq_magnus_terms (P Q : Matrix n n ℂ) (h : ℝ) :
    magnus4 (ramp P Q) h = timeIntegral h (ramp P Q) + secondMagnus (ramp P Q) h := by
  have s2 : Real.sqrt 3 ^ 2 = 3 := Real.sq_sqrt (by norm_num)
  -- the node separation turns the prefactor into h³/12
  have coeff : Real.sqrt 3 * h ^ 2 / 12 * (node2 h - node1 h) = h ^ 3 / 12 := by
    unfold node1 node2
    linear_combination (h ^ 3 / 36) * s2
  rw [secondMagnus_ramp,
    ← gauss_two_point (ramp P Q) P Q 0 0 h (by intro t; simp [ramp])]
  unfold magnus4
  rw [comm_ramp, smul_smul, coeff]
  module
```

For unitarity, the hypothesis `hA` states $A(t)^\dagger=-A(t)$ at all times, which for $A=-iH$ says that the Hamiltonian is Hermitian. The adjoint rules make the exponent skew-Hermitian. Because $-\Omega$ commutes with $\Omega$, their exponentials multiply to the identity, and unitarity follows.

```lean
/-- A skew-Hermitian generator has a skew-Hermitian two-node exponent. -/
theorem magnus4_skew (A : ℝ → Matrix n n ℂ) (hA : ∀ t, (A t)ᴴ = -A t) (h : ℝ) :
    (magnus4 A h)ᴴ = -magnus4 A h := by
  simp only [magnus4, comm, conjTranspose_sub, conjTranspose_smul, conjTranspose_add,
    conjTranspose_mul, hA, star_trivial, neg_mul_neg]
  module

/-- The exponential of a matrix is undone by the exponential of its negative. -/
theorem exp_neg_mul_exp [DecidableEq n] (X : Matrix n n ℂ) :
    NormedSpace.exp (-X) * NormedSpace.exp X = 1 := by
  rw [← Matrix.exp_add_of_commute _ _ ((Commute.refl X).neg_left), neg_add_cancel,
    NormedSpace.exp_zero]

/-- For a skew-Hermitian generator the propagator of one step is unitary. -/
theorem exp_magnus4_unitary [DecidableEq n] (A : ℝ → Matrix n n ℂ)
    (hA : ∀ t, (A t)ᴴ = -A t) (h : ℝ) :
    NormedSpace.exp (magnus4 A h) ∈ Matrix.unitaryGroup n ℂ := by
  rw [Matrix.mem_unitaryGroup_iff', Matrix.star_eq_conjTranspose,
    ← Matrix.exp_conjTranspose, magnus4_skew A hA, exp_neg_mul_exp]
```

The columns of `C` can be any set of orbitals, orthonormal or not. The overlap matrix is $C^\dagger C$ when the basis is orthonormal; coefficients in a non-orthogonal atomic basis can be transformed to an orthonormal one before the theorem is applied.

```lean
/-- For a skew-Hermitian generator, one step preserves the overlap matrix of any set of
orbitals, given as the columns of `C`. -/
theorem overlap_preserved [DecidableEq n] {m : Type*} (A : ℝ → Matrix n n ℂ)
    (hA : ∀ t, (A t)ᴴ = -A t) (h : ℝ) (C : Matrix n m ℂ) :
    (NormedSpace.exp (magnus4 A h) * C)ᴴ * (NormedSpace.exp (magnus4 A h) * C)
      = Cᴴ * C := by
  have hU : (NormedSpace.exp (magnus4 A h))ᴴ * NormedSpace.exp (magnus4 A h) = 1 :=
    Matrix.mem_unitaryGroup_iff'.mp (exp_magnus4_unitary A hA h)
  rw [conjTranspose_mul, Matrix.mul_assoc, ← Matrix.mul_assoc _ _ C, hU, Matrix.one_mul]
```

In the reversal theorem, `e1` and `e2` express the exchange of nodes, and `hrev` is the resulting change of sign of the exponent.

```lean
/-- For any generator, the step taken with the time-reversed generator `-A (h - t)` undoes
the forward step exactly. -/
theorem reversed_step [DecidableEq n] (A : ℝ → Matrix n n ℂ) (h : ℝ) :
    NormedSpace.exp (magnus4 (fun t => -A (h - t)) h) * NormedSpace.exp (magnus4 A h)
      = 1 := by
  -- reflection about the midpoint exchanges the nodes
  have e1 : h - node1 h = node2 h := by unfold node1 node2; ring
  have e2 : h - node2 h = node1 h := by unfold node1 node2; ring
  have hrev : magnus4 (fun t => -A (h - t)) h = -magnus4 A h := by
    simp only [magnus4, comm, e1, e2, neg_mul_neg]
    module
  rw [hrev, exp_neg_mul_exp]

end

end MagnusGaussStep
```

```lean
#print axioms MagnusGaussStep.magnus4_eq_magnus_terms
-- 'MagnusGaussStep.magnus4_eq_magnus_terms' depends on axioms: [propext, Classical.choice, Quot.sound]
#print axioms MagnusGaussStep.overlap_preserved
-- 'MagnusGaussStep.overlap_preserved' depends on axioms: [propext, Classical.choice, Quot.sound]
#print axioms MagnusGaussStep.reversed_step
-- 'MagnusGaussStep.reversed_step' depends on axioms: [propext, Classical.choice, Quot.sound]
```
